# Eigenvalues of finite Colbert–Miller kinetic matrices lie strictly between 0 and $\pi^2/(2h^2)$

## Two grid points

Take a particle of unit mass, set $\hbar=1$, and use two neighbouring points of a grid with spacing $h>0$. The Colbert–Miller kinetic matrix is

$$T=\frac1{h^2}\begin{pmatrix}\pi^2/6&-1\\-1&\pi^2/6\end{pmatrix}.$$

Its normalised eigenvectors $(1,\pm1)/\sqrt2$ have eigenvalues $(\pi^2/6\mp1)/h^2$, about $0.645/h^2$ and $2.645/h^2$. In momentum space these states have the weights $1\pm\cos(hk)$, which average to 1 over the band $|k|\le\pi/h$. Each eigenvalue is the average of $k^2/2$ with such a weight, so it lies between the smallest and largest kinetic energies in the band, $0$ and $\pi^2/(2h^2)$.

## The momentum band and the matrix

For a continuous real function $w$ of momentum and an integer separation $m$, define

$$b_w(m)=\frac{h}{2\pi}\int_{-\pi/h}^{\pi/h}w(k)\,e^{ihmk}\,dk .$$

The cutoff at $\pi/h$ stands for states that contain no momentum beyond what a grid of spacing $h$ can resolve. The kinetic element is $t(m)=b_w(m)$ with $w(k)=k^2/2$.

For one particle on a uniform one-dimensional grid, the bound limits the kinetic part of the spectral range, which is needed when a Hamiltonian is scaled for Chebyshev propagation. It depends on $h$ but not on the number of points.

## What the theorems say

The matrix elements are

$$t(0)=\frac{\pi^2}{6h^2},\qquad t(m)=\frac{(-1)^m}{h^2m^2}\quad(m\ne0).$$

For finitely many distinct grid points $hx_j$, with integers $x_j$, every eigenvalue of the matrix $t(x_j-x_l)$ is real and lies strictly between $0$ and $\pi^2/(2h^2)$.

In Lean, `bandElement h w m` is $b_w(m)$, `kinetic` is $k^2/2$, and `bandMatrix h w x` has the entries $b_w(x_j-x_l)$. The finite index type `ι` labels the points, and injectivity of `x` makes them distinct; gaps between them are allowed. An eigenpair is a nonzero complex vector `v` and a complex number `μ` with $Tv=\mu v$. The conclusion supplies a real `E` equal to `μ` and within the bounds, so reality is proved and not assumed. The last theorem states the same for the explicit $N\times N$ matrix on consecutive points.

The elements are defined by the band integral; their derivation from sinc functions and the operator $-\tfrac12\,d^2/dx^2$ is not included. Potentials and infinite matrices are not treated either.

## The matrix elements by integration

For $m=0$,

$$t(0)=\frac{h}{2\pi}\left[\frac{k^3}{6}\right]_{-\pi/h}^{\pi/h}=\frac{h}{2\pi}\,\frac{\pi^3}{3h^3}=\frac{\pi^2}{6h^2}.$$

For $m\ne0$ put $a=ihm$. Two integrations by parts give the antiderivative

$$\int\frac{k^2}{2}e^{ak}\,dk=e^{ak}\left(\frac{k^2}{2a}-\frac{k}{a^2}+\frac1{a^3}\right).$$

At both edges the exponential equals $e^{\pm i\pi m}=(-1)^m$. The terms even in $k$ therefore cancel, and with $a^2=-h^2m^2$ the linear term leaves

$$t(m)=\frac{h}{2\pi}(-1)^m\left(-\frac{2\pi}{ha^2}\right)=\frac{(-1)^m}{h^2m^2}.$$

## From the quadratic form to the bounds

Give a coefficient vector $c$ the momentum amplitude $f(k)=\sum_l c_l e^{-ihx_lk}$. Expanding $|f|^2$ yields

$$\sum_{j,l}c_j^*\,b_w(x_j-x_l)\,c_l=\frac{h}{2\pi}\int_{-\pi/h}^{\pi/h}w(k)|f(k)|^2\,dk .$$

For $w=1$ the diagonal elements are $(h/2\pi)(2\pi/h)=1$. The others vanish because $e^{ihmk}$ has equal values at the two edges. This gives Parseval's relation for finitely many coefficients:

$$\frac{h}{2\pi}\int_{-\pi/h}^{\pi/h}|f(k)|^2\,dk=\sum_j|c_j|^2 .$$

If $c\ne0$, the right side is positive, so $f$ cannot vanish at every interior momentum other than zero. Choose $q$ with $0<|q|<\pi/h$ and $f(q)\ne0$. The continuous functions

$$\frac{k^2}{2}|f(k)|^2\quad\text{and}\quad\left(\frac{\pi^2}{2h^2}-\frac{k^2}{2}\right)|f(k)|^2$$

are nonnegative on the band and positive at $q$, so both integrals are positive. With Parseval's relation,

$$0<\frac{h}{2\pi}\int_{-\pi/h}^{\pi/h}\frac{k^2}{2}|f(k)|^2\,dk<\frac{\pi^2}{2h^2}\sum_j|c_j|^2 .$$

Division by $\sum_j|c_j|^2$ gives the normalised mean kinetic energy. For an eigenvector $v$, the quadratic form is also $\mu\sum_j|v_j|^2$. Hence $\mu$ is this mean energy, which is real and obeys both strict bounds.

## The Lean file

```lean
import Mathlib

open Complex Matrix
open scoped Real

namespace ColbertMillerKinetic

noncomputable section

/-- Matrix element of a function `w` of momentum between grid states `m` sites apart:
`(h/2π) ∫ w(k) exp(i h m k) dk` over the band `|k| ≤ π/h`. -/
def bandElement (h : ℝ) (w : ℝ → ℝ) (m : ℤ) : ℂ :=
  (h / (2 * π) : ℂ) * ∫ k in (-(π / h))..(π / h), (w k : ℂ) * Complex.exp (I * h * m * k)

/-- Kinetic energy of a particle of unit mass with momentum `k`, in units with `ħ = 1`. -/
def kinetic (k : ℝ) : ℝ := k ^ 2 / 2

/-- Matrix of a function `w` of momentum on the grid points `h * x j`. -/
def bandMatrix {ι : Type*} (h : ℝ) (w : ℝ → ℝ) (x : ι → ℤ) : Matrix ι ι ℂ :=
  Matrix.of fun j l => bandElement h w (x j - x l)

/-- Momentum amplitude of the state with coefficients `c` on the grid points `h * x j`. -/
def amplitude {ι : Type*} [Fintype ι] (h : ℝ) (x : ι → ℤ) (c : ι → ℂ) (k : ℝ) : ℂ :=
  ∑ l, c l * Complex.exp (-(I * h * x l * k))

/-- At both edges of the band the plane wave takes the value `(-1)^m` at site `m`. -/
theorem edge_phase {h : ℝ} (hh : 0 < h) (m : ℤ) :
    Complex.exp (I * h * m * ((π / h : ℝ) : ℂ)) = (-1) ^ m ∧
    Complex.exp (I * h * m * ((-(π / h) : ℝ) : ℂ)) = (-1) ^ m := by
  have hc : (h : ℂ) ≠ 0 := ofReal_ne_zero.mpr hh.ne'
  have e1 : I * h * m * ((π / h : ℝ) : ℂ) = m * (π * I) := by
    push_cast
    field_simp
  have e2 : I * h * m * ((-(π / h) : ℝ) : ℂ) = m * (-(π * I)) := by
    rw [ofReal_neg, mul_neg, e1, mul_neg]
  constructor
  · rw [e1, Complex.exp_int_mul, Complex.exp_pi_mul_I]
  · rw [e2, Complex.exp_int_mul, Complex.exp_neg, Complex.exp_pi_mul_I]
    norm_num

/-- The diagonal kinetic matrix element is `π²/(6h²)`. -/
theorem kinetic_diagonal {h : ℝ} (hh : 0 < h) :
    bandElement h kinetic 0 = (π : ℂ) ^ 2 / (6 * h ^ 2) := by
  have hc : (h : ℂ) ≠ 0 := ofReal_ne_zero.mpr hh.ne'
  have hp : (π : ℂ) ≠ 0 := ofReal_ne_zero.mpr Real.pi_ne_zero
  have hF : ∀ k : ℝ, HasDerivAt (fun y : ℝ => (y : ℂ) ^ 3 / 6) ((k : ℂ) ^ 2 / 2) k :=
    fun k => (((hasDerivAt_pow 3 (k : ℂ)).div_const 6).congr_deriv
      (by norm_num; ring)).comp_ofReal
  have hint := intervalIntegral.integral_eq_sub_of_hasDerivAt
    (a := -(π / h)) (b := π / h) (fun k _ => hF k)
    (Continuous.intervalIntegrable (by fun_prop) _ _)
  simp only [bandElement, kinetic, Int.cast_zero, mul_zero, zero_mul, Complex.exp_zero,
    mul_one, ofReal_div, ofReal_pow, ofReal_ofNat]
  rw [hint]
  push_cast
  field_simp
  ring

/-- The kinetic matrix element between grid states `m ≠ 0` sites apart is `(-1)^m/(h²m²)`. -/
theorem kinetic_offDiagonal {h : ℝ} (hh : 0 < h) {m : ℤ} (hm : m ≠ 0) :
    bandElement h kinetic m = (-1) ^ m / ((h : ℂ) ^ 2 * m ^ 2) := by
  have hc : (h : ℂ) ≠ 0 := ofReal_ne_zero.mpr hh.ne'
  have hp : (π : ℂ) ≠ 0 := ofReal_ne_zero.mpr Real.pi_ne_zero
  have hmc : (m : ℂ) ≠ 0 := Int.cast_ne_zero.mpr hm
  -- two integrations by parts, packed into an antiderivative
  have hF : ∀ a : ℂ, a ≠ 0 → ∀ z : ℂ, HasDerivAt
      (fun z : ℂ => Complex.exp (a * z) * (z ^ 2 / (2 * a) - z / a ^ 2 + 1 / a ^ 3))
      (z ^ 2 / 2 * Complex.exp (a * z)) z := by
    intro a ha z
    have h1 : HasDerivAt (fun z : ℂ => Complex.exp (a * z)) (Complex.exp (a * z) * a) z :=
      ((hasDerivAt_id' z).const_mul a).cexp.congr_deriv (by ring)
    have h2 : HasDerivAt (fun z : ℂ => z ^ 2 / (2 * a) - z / a ^ 2 + 1 / a ^ 3)
        (2 * z / (2 * a) - 1 / a ^ 2) z :=
      ((((hasDerivAt_pow 2 z).div_const (2 * a)).fun_sub
        ((hasDerivAt_id' z).div_const (a ^ 2))).add_const (1 / a ^ 3)).congr_deriv (by simp)
    exact (h1.fun_mul h2).congr_deriv (by field_simp; ring)
  have hint := intervalIntegral.integral_eq_sub_of_hasDerivAt
    (a := -(π / h)) (b := π / h)
    (fun k _ => (hF (I * h * m) (mul_ne_zero (mul_ne_zero I_ne_zero hc) hmc) k).comp_ofReal)
    (Continuous.intervalIntegrable (by fun_prop) _ _)
  have ha2 : (I * h * m) ^ 2 = -((h : ℂ) ^ 2 * m ^ 2) := by
    rw [mul_pow, mul_pow, I_sq]
    ring
  simp only [bandElement, kinetic, ofReal_div, ofReal_pow, ofReal_ofNat]
  rw [hint, (edge_phase hh m).1, (edge_phase hh m).2]
  generalize ((-1 : ℂ) ^ m) = E
  calc _ = (h / (2 * π) : ℂ) * E * (-2 * (π / h) / (I * h * m) ^ 2) := by
        push_cast
        ring
    _ = _ := by
        rw [ha2]
        field_simp

/-- On distinct grid points the matrix of the constant function 1 is the identity. -/
theorem bandMatrix_one {ι : Type*} [DecidableEq ι] {h : ℝ} (hh : 0 < h) {x : ι → ℤ}
    (hx : Function.Injective x) : bandMatrix h (fun _ => 1) x = 1 := by
  have hc : (h : ℂ) ≠ 0 := ofReal_ne_zero.mpr hh.ne'
  have hp : (π : ℂ) ≠ 0 := ofReal_ne_zero.mpr Real.pi_ne_zero
  ext j l
  by_cases hjl : j = l
  · subst hjl
    simp only [bandMatrix, Matrix.of_apply, sub_self, bandElement, Int.cast_zero, mul_zero,
      zero_mul, Complex.exp_zero, ofReal_one, mul_one, intervalIntegral.integral_const,
      Complex.real_smul, Matrix.one_apply_eq]
    push_cast
    field_simp
    ring
  · have hm : ((x j - x l : ℤ) : ℂ) ≠ 0 :=
      Int.cast_ne_zero.mpr (sub_ne_zero.mpr fun e => hjl (hx e))
    rw [Matrix.one_apply_ne hjl]
    simp only [bandMatrix, Matrix.of_apply, bandElement, ofReal_one, one_mul]
    rw [integral_exp_mul_complex (mul_ne_zero (mul_ne_zero I_ne_zero hc) hm),
      (edge_phase hh _).1, (edge_phase hh _).2, sub_self, zero_div, mul_zero]

/-- For continuous `w`, the quadratic form of the band matrix is the band average of `w(k)` times
the squared modulus of the momentum amplitude. -/
theorem band_expectation {ι : Type*} [Fintype ι] (h : ℝ) {w : ℝ → ℝ} (hw : Continuous w)
    (x : ι → ℤ) (c : ι → ℂ) :
    star c ⬝ᵥ (bandMatrix h w x *ᵥ c) =
      ((h / (2 * π) * ∫ k in (-(π / h))..(π / h), w k * normSq (amplitude h x c k) : ℝ) : ℂ) := by
  have key : ∀ k : ℝ, ((w k * normSq (amplitude h x c k) : ℝ) : ℂ) =
      ∑ j, ∑ l, star (c j) * c l * ((w k : ℂ) *
        Complex.exp (I * h * ((x j - x l : ℤ) : ℂ) * k)) := by
    intro k
    rw [ofReal_mul, normSq_eq_conj_mul_self, amplitude, map_sum, Finset.sum_mul_sum,
      Finset.mul_sum]
    refine Finset.sum_congr rfl fun j _ => ?_
    rw [Finset.mul_sum]
    refine Finset.sum_congr rfl fun l _ => ?_
    have he : Complex.exp (I * h * ((x j - x l : ℤ) : ℂ) * k) =
        Complex.exp (starRingEnd ℂ (-(I * h * x j * k))) *
          Complex.exp (-(I * h * x l * k)) := by
      rw [← Complex.exp_add]
      congr 1
      simp
      ring
    rw [map_mul, ← Complex.exp_conj, he]
    simp only [starRingEnd_apply]
    ring
  rw [ofReal_mul, ← intervalIntegral.integral_ofReal]
  simp only [key]
  rw [intervalIntegral.integral_finsetSum, Finset.mul_sum]
  swap
  · intro j _
    exact Continuous.intervalIntegrable (by fun_prop) _ _
  simp only [dotProduct, Matrix.mulVec, Pi.star_apply, Finset.mul_sum]
  refine Finset.sum_congr rfl fun j _ => ?_
  rw [intervalIntegral.integral_finsetSum, Finset.mul_sum]
  swap
  · intro l _
    exact Continuous.intervalIntegrable (by fun_prop) _ _
  refine Finset.sum_congr rfl fun l _ => ?_
  rw [intervalIntegral.integral_const_mul]
  simp only [bandMatrix, Matrix.of_apply, bandElement]
  push_cast
  ring

/-- Parseval's relation on distinct grid points: the band average of the squared modulus of the
amplitude is the squared norm of the coefficient vector. -/
theorem parseval {ι : Type*} [Fintype ι] {h : ℝ} (hh : 0 < h) {x : ι → ℤ}
    (hx : Function.Injective x) (c : ι → ℂ) :
    h / (2 * π) * ∫ k in (-(π / h))..(π / h), normSq (amplitude h x c k) =
      ∑ j, normSq (c j) := by
  classical
  have hb := band_expectation h (w := fun _ => 1) continuous_const x c
  have e : star c ⬝ᵥ c = ((∑ j, normSq (c j) : ℝ) : ℂ) := by
    rw [ofReal_sum]
    exact Finset.sum_congr rfl fun j _ => normSq_eq_conj_mul_self.symm
  rw [bandMatrix_one hh hx, Matrix.one_mulVec, e] at hb
  simp only [one_mul] at hb
  exact (ofReal_injective hb).symm

/-- For a nonzero coefficient vector on distinct grid points, the band average of the kinetic energy
times the squared modulus of the amplitude lies strictly between 0 and `π²/(2h²)` times the squared
norm. -/
theorem kinetic_expectation_bounds {ι : Type*} [Fintype ι] {h : ℝ} (hh : 0 < h) {x : ι → ℤ}
    (hx : Function.Injective x) {c : ι → ℂ} (hc : c ≠ 0) :
    0 < h / (2 * π) * ∫ k in (-(π / h))..(π / h), kinetic k * normSq (amplitude h x c k) ∧
    h / (2 * π) * ∫ k in (-(π / h))..(π / h), kinetic k * normSq (amplitude h x c k) <
      π ^ 2 / (2 * h ^ 2) * ∑ j, normSq (c j) := by
  have hb : 0 < π / h := div_pos Real.pi_pos hh
  have hpre : 0 < h / (2 * π) := div_pos hh (by positivity)
  have hP := parseval hh hx c
  obtain ⟨j, hj⟩ := Function.ne_iff.mp hc
  have hN : 0 < ∑ j, normSq (c j) := Finset.sum_pos' (fun _ _ => normSq_nonneg _)
    ⟨j, Finset.mem_univ j, normSq_pos.mpr hj⟩
  have hcont : Continuous fun k => normSq (amplitude h x c k) :=
    continuous_normSq.comp (by unfold amplitude; fun_prop)
  have hkin : Continuous kinetic := by
    unfold kinetic
    fun_prop
  -- the amplitude cannot vanish at all interior momenta other than zero
  have hpt : ∃ k ∈ Set.Ioo (-(π / h)) (π / h), k ≠ 0 ∧ 0 < normSq (amplitude h x c k) := by
    by_contra hcon
    have hz : ∫ k in (-(π / h))..(π / h), normSq (amplitude h x c k) = 0 := by
      apply intervalIntegral.integral_zero_ae
      filter_upwards [(Set.toFinite ({0, π / h} : Set ℝ)).countable.ae_notMem
        MeasureTheory.volume] with k hk hmem
      rw [Set.uIoc_of_le (by linarith)] at hmem
      simp only [Set.mem_insert_iff, Set.mem_singleton_iff, not_or] at hk
      by_contra hne
      exact hcon ⟨k, ⟨hmem.1, lt_of_le_of_ne hmem.2 hk.2⟩, hk.1,
        lt_of_le_of_ne (normSq_nonneg _) (Ne.symm hne)⟩
    rw [hz, mul_zero] at hP
    linarith
  obtain ⟨q, hq, hq0, hqf⟩ := hpt
  have hq' : q ∈ Set.Icc (-(π / h)) (π / h) := ⟨hq.1.le, hq.2.le⟩
  constructor
  · have hq2 : 0 < kinetic q := by
      unfold kinetic
      positivity
    have hk0 : ∀ k, 0 ≤ kinetic k := by
      intro k
      unfold kinetic
      positivity
    exact mul_pos hpre (intervalIntegral.integral_pos (by linarith)
      (hkin.mul hcont).continuousOn (fun k _ => mul_nonneg (hk0 k) (normSq_nonneg _))
      ⟨q, hq', mul_pos hq2 hqf⟩)
  · have hlt : ∫ k in (-(π / h))..(π / h), kinetic k * normSq (amplitude h x c k) <
        ∫ k in (-(π / h))..(π / h), (π / h) ^ 2 / 2 * normSq (amplitude h x c k) := by
      apply intervalIntegral.integral_lt_integral_of_continuousOn_of_le_of_exists_lt
        (by linarith) (hkin.mul hcont).continuousOn (continuous_const.mul hcont).continuousOn
      · intro k hk
        refine mul_le_mul_of_nonneg_right ?_ (normSq_nonneg _)
        unfold kinetic
        nlinarith [mul_nonneg (sub_nonneg.mpr hk.2) (by linarith [hk.1] : 0 ≤ k + π / h)]
      · refine ⟨q, hq', mul_lt_mul_of_pos_right ?_ hqf⟩
        unfold kinetic
        nlinarith [mul_pos (sub_pos.mpr hq.2) (by linarith [hq.1] : 0 < q + π / h)]
    rw [intervalIntegral.integral_const_mul] at hlt
    calc _ < h / (2 * π) * ((π / h) ^ 2 / 2 *
          ∫ k in (-(π / h))..(π / h), normSq (amplitude h x c k)) :=
          mul_lt_mul_of_pos_left hlt hpre
      _ = _ := by
          rw [← hP]
          ring

/-- Every eigenvalue of the kinetic matrix on finitely many distinct grid points is real and
lies strictly between 0 and `π²/(2h²)`. -/
theorem kinetic_eigenvalue_bounds {ι : Type*} [Fintype ι] {h : ℝ} (hh : 0 < h) {x : ι → ℤ}
    (hx : Function.Injective x) {v : ι → ℂ} (hv : v ≠ 0) {μ : ℂ}
    (hμ : bandMatrix h kinetic x *ᵥ v = μ • v) :
    ∃ E : ℝ, μ = E ∧ 0 < E ∧ E < π ^ 2 / (2 * h ^ 2) := by
  have hkin : Continuous kinetic := by
    unfold kinetic
    fun_prop
  obtain ⟨hlo, hhi⟩ := kinetic_expectation_bounds hh hx hv
  have hA := band_expectation h hkin x v
  have e : star v ⬝ᵥ v = ((∑ j, normSq (v j) : ℝ) : ℂ) := by
    rw [ofReal_sum]
    exact Finset.sum_congr rfl fun j _ => normSq_eq_conj_mul_self.symm
  obtain ⟨j, hj⟩ := Function.ne_iff.mp hv
  have hN : 0 < ∑ j, normSq (v j) := Finset.sum_pos' (fun _ _ => normSq_nonneg _)
    ⟨j, Finset.mem_univ j, normSq_pos.mpr hj⟩
  rw [hμ, dotProduct_smul, e, smul_eq_mul] at hA
  -- the eigenvalue is the Rayleigh quotient of its eigenvector
  refine ⟨_, ?_, div_pos hlo hN, (div_lt_iff₀ hN).mpr hhi⟩
  rw [ofReal_div, ← hA, mul_div_cancel_right₀ _ (ofReal_ne_zero.mpr hN.ne')]

/-- Every eigenvalue of the explicit `N × N` Colbert-Miller matrix is real and lies strictly
between 0 and `π²/(2h²)`. -/
theorem colbertMiller_eigenvalue_bounds {h : ℝ} (hh : 0 < h) {N : ℕ} {v : Fin N → ℂ}
    (hv : v ≠ 0) {μ : ℂ}
    (hμ : (Matrix.of fun j l : Fin N => if j = l then (π : ℂ) ^ 2 / (6 * h ^ 2) else
      (-1) ^ ((j : ℤ) - (l : ℤ)) / ((h : ℂ) ^ 2 * (((j : ℤ) - (l : ℤ) : ℤ) : ℂ) ^ 2)) *ᵥ v
        = μ • v) :
    ∃ E : ℝ, μ = E ∧ 0 < E ∧ E < π ^ 2 / (2 * h ^ 2) := by
  have hx : Function.Injective fun j : Fin N => (j : ℤ) :=
    fun a b hab => Fin.ext (Int.ofNat.inj hab)
  refine kinetic_eigenvalue_bounds hh hx hv (Eq.trans ?_ hμ)
  congr 1
  ext j l
  by_cases hjl : j = l
  · subst hjl
    simp only [bandMatrix, Matrix.of_apply, sub_self, if_true]
    exact kinetic_diagonal hh
  · simp only [bandMatrix, Matrix.of_apply, if_neg hjl]
    exact kinetic_offDiagonal hh (sub_ne_zero.mpr fun e => hjl (hx e))

end

end ColbertMillerKinetic
```

```lean
#print axioms ColbertMillerKinetic.colbertMiller_eigenvalue_bounds
```

```
'ColbertMillerKinetic.colbertMiller_eigenvalue_bounds' depends on axioms: [propext, Classical.choice, Quot.sound]
```

## How the proof follows the calculation

`edge_phase` evaluates the plane wave at the band edges. `kinetic_diagonal` and `kinetic_offDiagonal` verify the antiderivatives by differentiation and apply the fundamental theorem of calculus. In the second, `generalize` replaces the common sign $(-1)^m$ by a symbol, since the remaining algebra does not depend on its value.

In `band_expectation`, the statement `key` expands $w(k)|f(k)|^2$ at each momentum. The integral is then moved through the two finite sums, with continuity supplying integrability. `bandMatrix_one` evaluates the case $w=1$, and `parseval` combines it with the quadratic form.

`kinetic_expectation_bounds` finds $q$ by contradiction. If no such momentum existed, $|f|^2$ would vanish on the integration interval except possibly at $0$ and $\pi/h$, and two points do not affect the integral. The upper bound on $k^2/2$ comes from the product $(\pi/h-k)(\pi/h+k)\ge0$, which is passed to `nlinarith`; at $q$ the product is strictly positive.

`kinetic_eigenvalue_bounds` inserts the eigenvalue equation into the quadratic form and divides by the squared norm. Finally, `colbertMiller_eigenvalue_bounds` identifies the explicit matrix with the band matrix entry by entry, using the two formulas for $t(m)$.
